# Herman's lower bound for the phase-averaged log-determinant of a finite Aubry–André chain

Take one site with potential 2c cos(x + b), where c > 0, and any real energy E. The determinant of E minus the Hamiltonian is D(x) = E − 2c cos(x + b), and multiplying it by z = e^{ix} gives a quadratic polynomial in z whose leading coefficient has modulus c. Jensen's formula then puts the average of log |D(x)| over the phase x at or above log c, and the same argument gives n log c for n sites.

```lean
import Mathlib

open Polynomial Matrix

namespace HermanBound

noncomputable section

variable {ι : Type*} [Fintype ι] [DecidableEq ι]

/-- The average of a function of the phase `x` over `[0, 2π]`. -/
def phaseAverage (f : ℝ → ℝ) : ℝ := (2 * Real.pi)⁻¹ * ∫ x in (0)..(2 * Real.pi), f x

/-- The matrix `K - 2c diag(cos(x + θ_j))`: a constant matrix `K` minus a cosine potential
with phase `θ_j` on site `j`. -/
def cosineMatrix (K : Matrix ι ι ℂ) (c : ℝ) (θ : ι → ℝ) (x : ℝ) : Matrix ι ι ℂ :=
  K - diagonal fun j => ((2 * c * Real.cos (x + θ j) : ℝ) : ℂ)

/-- The Aubry-André matrix `E - H` on the sites `j = 1, ..., n`: diagonal
`E - 2c cos(x + jb)`, and `-1` between nearest neighbours. -/
def chainMatrix (n : ℕ) (E c b x : ℝ) : Matrix (Fin n) (Fin n) ℝ :=
  Matrix.of fun i j =>
    if i = j then E - 2 * c * Real.cos (x + ((i : ℕ) + 1) * b)
    else if (i : ℕ) + 1 = j ∨ (j : ℕ) + 1 = i then -1 else 0

/-- The determinant of `z² A + z K + B` as a polynomial in `z`. -/
def pencil (A K B : Matrix ι ι ℂ) : ℂ[X] :=
  (Matrix.of fun i j => C (A i j) * X ^ 2 + C (K i j) * X + C (B i j)).det

/-- The polynomial in `z = exp(ix)` that carries the determinant of the cosine matrix. -/
def phasePoly (K : Matrix ι ι ℂ) (c : ℝ) (θ : ι → ℝ) : ℂ[X] :=
  pencil (diagonal fun j => -((c : ℂ) * Complex.exp (θ j * Complex.I))) K
    (diagonal fun j => -((c : ℂ) * Complex.exp (-(θ j * Complex.I))))

/-- The polynomial `pencil A K B` takes the value `det(z² A + z K + B)` at `z`. -/
theorem eval_pencil (A K B : Matrix ι ι ℂ) (z : ℂ) :
    (pencil A K B).eval z = (z ^ 2 • A + z • K + B).det := by
  unfold pencil
  rw [← coe_evalRingHom, RingHom.map_det]
  congr 1
  ext i j
  simp
  ring

/-- If `det A` is nonzero, it is the leading coefficient of `det(z² A + z K + B)`. -/
theorem leadingCoeff_pencil (A K B : Matrix ι ι ℂ) (hA : A.det ≠ 0) :
    (pencil A K B).leadingCoeff = A.det := by
  -- the coefficient at twice the number of sites, from the Leibniz expansion
  have hcoeff : (pencil A K B).coeff (Fintype.card ι * 2) = A.det := by
    unfold pencil
    rw [Matrix.det_apply', Matrix.det_apply', Polynomial.finsetSum_coeff]
    refine Finset.sum_congr rfl fun σ _ => ?_
    rw [← map_intCast (C : ℂ →+* ℂ[X]), coeff_C_mul]
    have h := Polynomial.coeff_prod_of_natDegree_le (s := Finset.univ)
      (f := fun i => C (A (σ i) i) * X ^ 2 + C (K (σ i) i) * X + C (B (σ i) i))
      (n := 2) (fun i _ => natDegree_quadratic_le)
    rw [Finset.card_univ] at h
    simp only [Matrix.of_apply]
    rw [h]
    congr 1
    refine Finset.prod_congr rfl fun i _ => ?_
    simp
  -- no higher power of `z` occurs
  have hdeg : (pencil A K B).natDegree ≤ Fintype.card ι * 2 := by
    unfold pencil
    rw [Matrix.det_apply']
    refine natDegree_sum_le_of_forall_le _ _ fun σ _ => ?_
    rw [← map_intCast (C : ℂ →+* ℂ[X])]
    refine (natDegree_C_mul_le _ _).trans ((natDegree_prod_le _ _).trans ?_)
    refine (Finset.sum_le_card_nsmul _ _ 2 fun i _ => natDegree_quadratic_le).trans ?_
    simp
  have heq : (pencil A K B).natDegree = Fintype.card ι * 2 :=
    le_antisymm hdeg (le_natDegree_of_ne_zero (by rw [hcoeff]; exact hA))
  rw [Polynomial.leadingCoeff, heq, hcoeff]

/-- Multiplied by `exp(ix)`, the cosine potential `2c cos(x + t)` is a quadratic polynomial
in `exp(ix)`. -/
theorem exp_mul_cosine (c x t : ℝ) :
    Complex.exp (x * Complex.I) * ((2 * c * Real.cos (x + t) : ℝ) : ℂ) =
      c * Complex.exp (t * Complex.I) * Complex.exp (x * Complex.I) ^ 2
        + c * Complex.exp (-(t * Complex.I)) := by
  have hu : Complex.exp (x * Complex.I) * Complex.exp (-(x * Complex.I)) = 1 := by
    rw [← Complex.exp_add, add_neg_cancel, Complex.exp_zero]
  have h1 : Complex.exp (((x : ℂ) + t) * Complex.I) =
      Complex.exp (x * Complex.I) * Complex.exp (t * Complex.I) := by
    rw [← Complex.exp_add, add_mul]
  have h2 : Complex.exp (-((x : ℂ) + t) * Complex.I) =
      Complex.exp (-(x * Complex.I)) * Complex.exp (-(t * Complex.I)) := by
    rw [← Complex.exp_add]
    congr 1
    ring
  push_cast
  rw [Complex.cos, h1, h2]
  linear_combination (c * Complex.exp (-(t * Complex.I))) * hu

/-- On the unit circle the phase polynomial has the modulus of the determinant of the
cosine matrix. -/
theorem norm_eval_phasePoly (K : Matrix ι ι ℂ) (c : ℝ) (θ : ι → ℝ) (x : ℝ) :
    ‖(phasePoly K c θ).eval (circleMap 0 1 x)‖ = ‖(cosineMatrix K c θ x).det‖ := by
  have hz : circleMap 0 1 x = Complex.exp (x * Complex.I) := by simp [circleMap]
  have hM : Complex.exp (x * Complex.I) ^ 2 •
        (diagonal fun j => -((c : ℂ) * Complex.exp (θ j * Complex.I)))
      + Complex.exp (x * Complex.I) • K
      + (diagonal fun j => -((c : ℂ) * Complex.exp (-(θ j * Complex.I))))
      = Complex.exp (x * Complex.I) • cosineMatrix K c θ x := by
    ext i j
    by_cases h : i = j
    · subst h
      simp only [cosineMatrix, Matrix.add_apply, Matrix.smul_apply, Matrix.sub_apply,
        diagonal_apply_eq, smul_eq_mul]
      linear_combination exp_mul_cosine c x (θ i)
    · simp [cosineMatrix, diagonal_apply_ne _ h]
  rw [hz, phasePoly, eval_pencil, hM, det_smul, norm_mul, norm_pow,
    Complex.norm_exp_ofReal_mul_I, one_pow, one_mul]

/-- Jensen's formula for the cosine matrix with `c > 0`: the phase average of `log |det|` is
`log c` per site plus the sum of `log⁺ |root|` over the roots of the phase polynomial. -/
theorem average_log_det (K : Matrix ι ι ℂ) {c : ℝ} (hc : 0 < c) (θ : ι → ℝ) :
    phaseAverage (fun x => Real.log ‖(cosineMatrix K c θ x).det‖) =
      Fintype.card ι * Real.log c
        + ((phasePoly K c θ).roots.map fun a => Real.posLog ‖a‖).sum := by
  have hj : ∀ j, ‖-((c : ℂ) * Complex.exp (θ j * Complex.I))‖ = c := fun j => by
    rw [norm_neg, norm_mul, Complex.norm_exp_ofReal_mul_I, mul_one, Complex.norm_real,
      Real.norm_of_nonneg hc.le]
  have hdet : ‖(diagonal fun j => -((c : ℂ) * Complex.exp (θ j * Complex.I))).det‖
      = c ^ Fintype.card ι := by
    rw [det_diagonal, norm_prod, Finset.prod_congr rfl (fun j _ => hj j),
      Finset.prod_const, Finset.card_univ]
  have hne : (diagonal fun j => -((c : ℂ) * Complex.exp (θ j * Complex.I))).det ≠ 0 := by
    rw [← norm_pos_iff, hdet]
    positivity
  have h := (phasePoly K c θ).logMahlerMeasure_eq_log_leadingCoeff_add_sum_log_roots
  have hl : ‖(phasePoly K c θ).leadingCoeff‖ = c ^ Fintype.card ι := by
    rw [phasePoly, leadingCoeff_pencil _ _ _ hne, hdet]
  rw [hl, Real.log_pow] at h
  rw [← h]
  simp only [phaseAverage, Polynomial.logMahlerMeasure, Real.circleAverage, smul_eq_mul,
    norm_eval_phasePoly]

/-- Herman bound for any constant matrix `K` and any site phases: for `c > 0` the phase
average of `log |det(K - 2c diag(cos(x + θ_j)))|`, an integrable function of `x`, is at least
`log c` per site. -/
theorem herman_bound_general (K : Matrix ι ι ℂ) {c : ℝ} (hc : 0 < c) (θ : ι → ℝ) :
    IntervalIntegrable (fun x => Real.log ‖(cosineMatrix K c θ x).det‖)
        MeasureTheory.volume 0 (2 * Real.pi) ∧
      Fintype.card ι * Real.log c ≤
        phaseAverage (fun x => Real.log ‖(cosineMatrix K c θ x).det‖) := by
  constructor
  · have h := (phasePoly K c θ).intervalIntegrable_mahlerMeasure
    simpa only [norm_eval_phasePoly] using h
  · rw [average_log_det K hc θ]
    refine le_add_of_nonneg_right (Multiset.sum_nonneg fun y hy => ?_)
    obtain ⟨a, _, rfl⟩ := Multiset.mem_map.mp hy
    exact Real.posLog_nonneg

/-- The general bound is sharp: for `K = 0` and `c > 0` the phase average equals `log c`
per site. -/
theorem herman_bound_sharp {c : ℝ} (hc : 0 < c) (θ : ι → ℝ) :
    phaseAverage (fun x => Real.log ‖(cosineMatrix (0 : Matrix ι ι ℂ) c θ x).det‖) =
      Fintype.card ι * Real.log c := by
  rw [average_log_det 0 hc θ, add_eq_left]
  refine Multiset.sum_eq_zero fun y hy => ?_
  obtain ⟨z, hz, rfl⟩ := Multiset.mem_map.mp hy
  have h0 : (phasePoly (0 : Matrix ι ι ℂ) c θ).eval z = 0 := (mem_roots'.mp hz).2
  rw [phasePoly, eval_pencil, smul_zero, add_zero, ← diagonal_smul, diagonal_add,
    det_diagonal, Finset.prod_eq_zero_iff] at h0
  obtain ⟨j, _, hj⟩ := h0
  simp only [Pi.smul_apply, smul_eq_mul] at hj
  -- every root lies on the unit circle
  have h1 : (c : ℂ) * Complex.exp (θ j * Complex.I) * z ^ 2
      = -((c : ℂ) * Complex.exp (-(θ j * Complex.I))) := by
    linear_combination -hj
  have h2 : ‖Complex.exp (-(θ j * Complex.I))‖ = 1 := by
    rw [show -((θ j : ℂ) * Complex.I) = ((-θ j : ℝ) : ℂ) * Complex.I by push_cast; ring,
      Complex.norm_exp_ofReal_mul_I]
  have h3 := congrArg norm h1
  rw [norm_neg, norm_mul, norm_mul, norm_mul, norm_pow, h2, Complex.norm_exp_ofReal_mul_I,
    Complex.norm_real, Real.norm_of_nonneg hc.le, mul_one] at h3
  have h4 : ‖z‖ ^ 2 = 1 := mul_left_cancel₀ hc.ne' (by rw [h3, mul_one])
  have h5 : ‖z‖ = 1 := by nlinarith [norm_nonneg z]
  simp [Real.posLog, h5]

/-- Herman bound for the Aubry-André chain: for `c > 0` and real `E`, `b`, the function
`log |det(E - H)|` of the phase is integrable, and its average is at least `n log c`. -/
theorem herman_bound (n : ℕ) (E b : ℝ) {c : ℝ} (hc : 0 < c) :
    IntervalIntegrable (fun x => Real.log |(chainMatrix n E c b x).det|)
        MeasureTheory.volume 0 (2 * Real.pi) ∧
      n * Real.log c ≤ phaseAverage (fun x => Real.log |(chainMatrix n E c b x).det|) := by
  -- the constant part of the chain is the chain without potential
  have key : ∀ x, ‖(cosineMatrix (Complex.ofRealHom.mapMatrix (chainMatrix n E 0 b 0)) c
      (fun j => ((j : ℕ) + 1) * b) x).det‖ = |(chainMatrix n E c b x).det| := fun x => by
    have hM : cosineMatrix (Complex.ofRealHom.mapMatrix (chainMatrix n E 0 b 0)) c
        (fun j => ((j : ℕ) + 1) * b) x
        = Complex.ofRealHom.mapMatrix (chainMatrix n E c b x) := by
      ext i j
      by_cases h : i = j
      · subst h
        simp [cosineMatrix, chainMatrix]
      · simp [cosineMatrix, chainMatrix, h]
    rw [hM, ← RingHom.map_det, Complex.ofRealHom_eq_coe, Complex.norm_real,
      Real.norm_eq_abs]
  have h := herman_bound_general (Complex.ofRealHom.mapMatrix (chainMatrix n E 0 b 0)) hc
    (fun j => ((j : ℕ) + 1) * b)
  simpa only [key, Fintype.card_fin] using h

end

end HermanBound
```

```lean
#print axioms HermanBound.herman_bound_sharp
#print axioms HermanBound.herman_bound
```

```
'HermanBound.herman_bound_sharp' depends on axioms: [propext, Classical.choice, Quot.sound]
'HermanBound.herman_bound' depends on axioms: [propext, Classical.choice, Quot.sound]
```

## Growth along a quasiperiodic chain

How fast does a solution of the Schrödinger equation grow along a chain with a cosine potential? With hopping 1 and potential 2c cos(x + jb) on site j, where c > 0, the solution that starts from ψ₀ = 0 and ψ₁ = 1 has ψₙ₊₁ = D(x) = det(E − H), where H is the Hamiltonian of sites 1 to n with open ends. The theorem `herman_bound` says that log |D(x)| is integrable over [0, 2π] and that its average is at least n log c, for every real E and b.

Herman's name usually goes with a bound on the Lyapunov exponent, the growth rate per site of the transfer matrix in an infinite chain. The theorem here concerns finite, non-interacting chains. The remaining step is the limit n → ∞ with b/2π irrational: D(x) is an entry of the n-site transfer matrix, so its norm is at least |D(x)|, and the exponent is at least log c. That limit is an argument added here in prose. It gives exponential growth for c > 1, the regime associated with localisation.

In the code, `chainMatrix` is E − H, not H. Its indices start at 0, so `(i : ℕ) + 1` is the site number j. The potential amplitude is 2c, and b is the phase advance per site, often written 2πβ. `phaseAverage` is the integral over [0, 2π] divided by 2π. Lean sets log 0 = 0, which affects only the finitely many phases where D vanishes and leaves the integral unchanged.

`herman_bound_general` allows any finite set of N sites, any site phases θⱼ and any complex matrix K, which holds the energy and the hoppings and need not be Hermitian.

## From the cosine to the roots of a polynomial

Write M(x) = K − 2c diag(cos(x + θⱼ)). Since

z · 2c cos(x + θⱼ) = c e^{iθⱼ} z² + c e^{−iθⱼ},

which is `exp_mul_cosine`, we have

z M(x) = z²A + zK + B, with A = diag(−c e^{iθⱼ}) and B = diag(−c e^{−iθⱼ}).

Let P(z) = det(z²A + zK + B). The code calls this determinant `pencil`, a name more often given to the matrix itself. On the unit circle P(z) = z^N det M(x), so |P(z)| = |det M(x)|. This is `norm_eval_phasePoly`, which uses `eval_pencil` to evaluate the polynomial.

In the Leibniz expansion each term is a product of N factors of degree at most 2. No power above z^{2N} occurs, and the coefficient of z^{2N} is det A, of modulus c^N ≠ 0. `leadingCoeff_pencil` proves these two facts as `hdeg` and `hcoeff`. Hence

P(z) = det A · ∏ₖ (z − aₖ), with 2N roots aₖ.

The average of log |e^{ix} − a| is log⁺|a| = max(0, log |a|). For |a| < 1, it is the average of log |1 − a e^{−ix}|, the real part of a power series in e^{−ix} with no constant term, so every term averages to zero. For |a| > 1, first factor out |a|. For |a| = 1 the average is that of log |2 sin(x/2)|, which is 0. Summing over the roots gives

average of log |det M(x)| = N log c + Σₖ log⁺|aₖ| ≥ N log c.

The equality is `average_log_det`, which takes Jensen's formula from Mathlib's logarithmic Mahler measure; the same part of Mathlib supplies integrability. `herman_bound_general` then drops the non-negative sum.

For K = 0 every root satisfies z² = −e^{−2iθⱼ} for some j, so |z| = 1 and the sum vanishes. This is `herman_bound_sharp`: the general bound is attained. For the chain, `herman_bound` takes K to be the matrix with c = 0 and sets θⱼ = jb.

## The determinant in a growth-rate calculation

A calculation can build the determinant site by site from D₋₁ = 0 and D₀ = 1:

Dⱼ = (E − 2c cos(x + jb)) Dⱼ₋₁ − Dⱼ₋₂.

It divides the pair (Dⱼ, Dⱼ₋₁) by a scale factor whenever it grows large. Then log |Dₙ| is the sum of the logarithms of the scale factors plus the logarithm of the modulus of the final rescaled entry, and the calculation averages log |Dₙ|/n over x. For c = 1.5 the exact phase average is at least log 1.5 ≈ 0.405 per site, at every energy and every n ≥ 1.
